# The Truncated Cluster Expansion of a Binary Alloy Is Its Unique Best k-Site Model in Uniform Mean Square

A cluster expansion writes the energy of an alloy on a lattice as a sum of terms, one for each cluster of sites. In practice it is usually truncated, often by distance as well as by number of sites. Here only the number of sites is limited: the expansion stops after pairs, after triplets, or later, and the larger clusters are dropped. Two questions follow: how large is the error, and could another model with clusters of the same size do better?

For a binary alloy on finitely many sites, with every configuration weighted equally, both have exact answers. Write the two species as spins $1$ and $-1$, and give the product of spins on each cluster its own coefficient. The mean-square error is then the sum of the squared dropped coefficients, and every other model limited to the same cluster size has a larger error.

## Configurations, averages and coefficients

```lean
import Mathlib

open Finset

namespace AlloyClusterTruncation

noncomputable section

variable {ι : Type*} [Fintype ι] [DecidableEq ι]
```

The type `ι` is the finite set of lattice sites. Its number of elements, $N$, appears in the code as `Fintype.card ι`.

```lean
/-- An alloy configuration: each site carries a spin `1` or `-1` naming its species. -/
abbrev Config (ι : Type*) := ι → ℤˣ
```

A configuration $\sigma$ gives each site $i$ a value $\sigma_i$ in `ℤˣ`, the invertible integers, which are exactly $1$ and $-1$. The two values name the two species. There are $2^N$ configurations, so all compositions occur.

```lean
/-- The product of the spins on the cluster `T`. -/
def cluster (T : Finset ι) (σ : Config ι) : ℝ := ∏ i ∈ T, ((σ i : ℤ) : ℝ)
```

A cluster $T$ is any set of sites, and its spin product is $\Phi_T(\sigma)=\prod_{i\in T}\sigma_i$, read as a real number. For the empty cluster it is $1$.

```lean
/-- The uniform average over all `2 ^ N` configurations. -/
def avg (f : Config ι → ℝ) : ℝ := (∑ σ, f σ) / 2 ^ Fintype.card ι
```

This is $\langle f\rangle = 2^{-N}\sum_\sigma f(\sigma)$. It contains no Boltzmann factor and no constraint on composition.

```lean
/-- The effective cluster interaction `J_T`: the average of `E` times the spin product on `T`. -/
def interaction (E : Config ι → ℝ) (T : Finset ι) : ℝ := avg fun σ => E σ * cluster T σ
```

The coefficient is $J_T(E)=\langle E\,\Phi_T\rangle$. The energy $E$ is an arbitrary real function of the configuration. The code calls every $J_T$ an interaction, including the constant $J_\emptyset$ and the single-site terms. Each individual cluster has its own coefficient, whereas alloy codes usually group symmetry-equivalent clusters and carry a multiplicity.

```lean
/-- The mean-square deviation between two energy functions. -/
def mse (E F : Config ι → ℝ) : ℝ := avg fun σ => (E σ - F σ) ^ 2
```

The error measure is $\langle (E-F)^2\rangle$, without a square root.

```lean
/-- The cluster expansion of `E` cut off after clusters of `k` sites. -/
def truncation (k : ℕ) (E : Config ι → ℝ) (σ : Config ι) : ℝ :=
  ∑ T : Finset ι with T.card ≤ k, interaction E T * cluster T σ
```

The truncated energy is $E_k(\sigma)=\sum_{|T|\le k}J_T(E)\,\Phi_T(\sigma)$, where $|T|$ is the number of sites in $T$. The cut-off limits the number of sites, not their distance.

```lean
/-- `F` is a sum of arbitrary potentials, each depending only on the spins of a cluster
of at most `k` sites. -/
def OrderAtMost (k : ℕ) (F : Config ι → ℝ) : Prop :=
  ∃ V : Finset ι → Config ι → ℝ,
    (∀ T σ τ, (∀ i ∈ T, σ i = τ i) → V T σ = V T τ) ∧
    ∀ σ, F σ = ∑ T : Finset ι with T.card ≤ k, V T σ
```

This defines the competitors. A model $F$ has order at most $k$ if $F=\sum_{|T|\le k}V_T$, where $V_T$ takes equal values on any two configurations that agree on $T$. The potentials $V_T$ are otherwise arbitrary, and spin products do not enter the definition.

## Expansion and uniqueness

```lean
/-- If an energy does not depend on the spin at site `i`, its interaction vanishes on every
cluster containing `i`. -/
theorem interaction_eq_zero_of_indep {F : Config ι → ℝ} {S : Finset ι} {i : ι} (hi : i ∈ S)
    (hF : ∀ σ τ : Config ι, (∀ j, j ≠ i → σ j = τ j) → F σ = F τ) :
    interaction F S = 0 := by
  -- flipping the spin at `i` changes the sign of the spin product
  have hc : ∀ σ : Config ι,
      cluster S (Function.update σ i (-σ i)) = -cluster S σ := by
    intro σ
    have h : ∏ j ∈ S.erase i, ((Function.update σ i (-σ i) j : ℤ) : ℝ)
        = ∏ j ∈ S.erase i, ((σ j : ℤ) : ℝ) :=
      prod_congr rfl fun j hj => by rw [Function.update_of_ne (ne_of_mem_erase hj)]
    unfold cluster
    rw [← mul_prod_erase S _ hi, h, ← mul_prod_erase S (fun j => ((σ j : ℤ) : ℝ)) hi]
    simp
  have hs : ∑ σ, F σ * cluster S σ = -∑ σ, F σ * cluster S σ := by
    rw [← sum_neg_distrib]
    refine Fintype.sum_bijective (fun σ : Config ι => Function.update σ i (-σ i))
      (Function.Involutive.bijective fun σ => by simp) _ _ fun σ => ?_
    have h := hF σ (Function.update σ i (-σ i))
      fun j hj => (Function.update_of_ne hj _ _).symm
    change F σ * cluster S σ = -(F (Function.update σ i (-σ i)) *
      cluster S (Function.update σ i (-σ i)))
    rw [hc, ← h]
    ring
  have h0 : ∑ σ, F σ * cluster S σ = 0 := by linarith
  change (∑ σ, F σ * cluster S σ) / 2 ^ Fintype.card ι = 0
  rw [h0, zero_div]
```

Suppose that $F$ ignores the spin at a site $i\in S$. Let $\sigma'$ be $\sigma$ with that spin flipped. Then $F(\sigma')=F(\sigma)$ and $\Phi_S(\sigma')=-\Phi_S(\sigma)$. Since flipping permutes the configurations,
$$\sum_\sigma F(\sigma)\Phi_S(\sigma)=\sum_\sigma F(\sigma')\Phi_S(\sigma')=-\sum_\sigma F(\sigma)\Phi_S(\sigma),$$
so the sum is zero and $J_S(F)=0$. In Lean, `hc` is the sign change, `Fintype.sum_bijective` relabels the sum, and `linarith` concludes that a number equal to its own negative is zero.

```lean
omit [DecidableEq ι] in
/-- Completeness: summed over all clusters, the spin products of two configurations give `2 ^ N`
if the configurations agree and zero otherwise. -/
theorem sum_cluster_mul (σ τ : Config ι) :
    ∑ T, cluster T σ * cluster T τ = if σ = τ then (2 : ℝ) ^ Fintype.card ι else 0 := by
  have h : ∑ T, cluster T σ * cluster T τ
      = ∏ i, (1 + ((σ i : ℤ) : ℝ) * ((τ i : ℤ) : ℝ)) := by
    rw [prod_one_add, powerset_univ]
    exact sum_congr rfl fun T _ => by simp only [cluster, prod_mul_distrib]
  rw [h]
  split_ifs with e
  · subst e
    have h2 : ∀ i, 1 + ((σ i : ℤ) : ℝ) * ((σ i : ℤ) : ℝ) = 2 := fun i => by
      rcases Int.units_eq_one_or (σ i) with h | h <;> rw [h] <;> norm_num
    simp only [h2, prod_const, card_univ]
  · -- a site where the spins differ contributes the factor `1 - 1`
    obtain ⟨i, hi⟩ := Function.ne_iff.mp e
    refine prod_eq_zero (mem_univ i) ?_
    rcases Int.units_eq_one_or (σ i) with h1 | h1 <;>
      rcases Int.units_eq_one_or (τ i) with h2 | h2 <;>
      first
        | exact absurd (h1.trans h2.symm) hi
        | (rw [h1, h2]; norm_num)
```

For two configurations $\sigma$ and $\tau$,
$$\sum_T\Phi_T(\sigma)\Phi_T(\tau)=\prod_i(1+\sigma_i\tau_i),$$
because multiplying out the right side means choosing, at each site, either $1$ or $\sigma_i\tau_i$; the sites of the second kind form $T$. This is `prod_one_add`. If $\sigma=\tau$, every factor is $2$ and the product is $2^N$. Otherwise some site has $\sigma_i\tau_i=-1$, and its factor is zero. The tactic `split_ifs` separates these cases.

```lean
/-- Every energy function is the sum of its cluster interactions times the spin products. -/
theorem cluster_expansion (E : Config ι → ℝ) (σ : Config ι) :
    E σ = ∑ T, interaction E T * cluster T σ := by
  have h : ∑ T, interaction E T * cluster T σ
      = (∑ τ, E τ * ∑ T, cluster T τ * cluster T σ) / 2 ^ Fintype.card ι := by
    simp only [interaction, avg, mul_sum, sum_div, sum_mul]
    rw [sum_comm]
    exact sum_congr rfl fun τ _ => sum_congr rfl fun T _ => by ring
  have h2 : (2 : ℝ) ^ Fintype.card ι ≠ 0 := by positivity
  rw [h]
  simp only [sum_cluster_mul, mul_ite, mul_zero, sum_ite_eq', mem_univ, if_true]
  exact (mul_div_cancel_right₀ _ h2).symm
```

Insert the definition of $J_T$ and exchange the sums:
$$\sum_T J_T(E)\Phi_T(\sigma)=2^{-N}\sum_\tau E(\tau)\sum_T\Phi_T(\tau)\Phi_T(\sigma)=E(\sigma).$$
By the previous identity only $\tau=\sigma$ survives, with weight $2^N$. The exchange is `sum_comm`.

```lean
/-- The coefficients of an expansion in spin products are unique: they are the interactions. -/
theorem coefficients_unique {E : Config ι → ℝ} {c : Finset ι → ℝ}
    (h : ∀ σ, E σ = ∑ T, c T * cluster T σ) : c = interaction E := by
  have key : ∀ A B : Finset ι, ∀ i ∈ B, i ∉ A → interaction (cluster A) B = 0 :=
    fun A B i hB hA => interaction_eq_zero_of_indep hB fun σ τ hs =>
      prod_congr rfl fun j hj => by rw [hs j fun e => hA (e ▸ hj)]
  -- distinct spin products are orthogonal, and each has mean square one
  have orth : ∀ T S : Finset ι, interaction (cluster T) S = if T = S then 1 else 0 := by
    intro T S
    split_ifs with e
    · subst e
      have h1 : ∀ σ : Config ι, cluster T σ * cluster T σ = 1 := fun σ => by
        unfold cluster
        rw [← prod_mul_distrib]
        exact prod_eq_one fun i _ => by
          rcases Int.units_eq_one_or (σ i) with h | h <;> rw [h] <;> norm_num
      have h2 : (2 : ℝ) ^ Fintype.card ι ≠ 0 := by positivity
      change (∑ σ : Config ι, cluster T σ * cluster T σ) / 2 ^ Fintype.card ι = 1
      simp only [h1, sum_const, card_univ, nsmul_eq_mul, mul_one]
      rw [Fintype.card_fun, Fintype.card_units_int]
      push_cast
      exact div_self h2
    · by_cases hST : S ⊆ T
      · obtain ⟨i, hi, hi'⟩ := not_subset.mp fun hTS : T ⊆ S => e (hTS.antisymm hST)
        have hsymm : interaction (cluster T) S = interaction (cluster S) T := by
          unfold interaction
          congr 1
          funext σ
          exact mul_comm _ _
        rw [hsymm, key S T i hi hi']
      · obtain ⟨i, hi, hi'⟩ := not_subset.mp hST
        exact key T S i hi hi'
  funext S
  have hS : interaction E S = ∑ T, c T * interaction (cluster T) S := by
    simp only [interaction, avg, h, sum_mul, mul_sum, sum_div]
    rw [sum_comm]
    exact sum_congr rfl fun T _ => sum_congr rfl fun σ _ => by ring
  rw [hS]
  simp [orth]
```

If $E=\sum_T c_T\Phi_T$ for some real numbers $c_T$, then $c_T=J_T(E)$ for every $T$. The step `orth` shows that $\langle\Phi_T\Phi_S\rangle$ is $1$ for $T=S$ and $0$ otherwise. For $T=S$ the product is $1$ in every configuration. For $T\ne S$, one cluster has a site that the other lacks, and the flip argument gives zero; the case split on `S ⊆ T` finds that site. Averaging the expansion against $\Phi_S$ then gives
$$J_S(E)=\sum_T c_T\langle\Phi_T\Phi_S\rangle=c_S.$$

## Errors read from coefficients

```lean
/-- The mean-square deviation of two energies is the sum of the squared differences of their
cluster interactions. -/
theorem mse_eq_sum (E F : Config ι → ℝ) :
    mse E F = ∑ T, (interaction E T - interaction F T) ^ 2 := by
  have parseval : ∀ D : Config ι → ℝ,
      avg (fun σ => D σ ^ 2) = ∑ T, interaction D T ^ 2 := by
    intro D
    have h : ∀ σ, D σ ^ 2 = ∑ T, interaction D T * (D σ * cluster T σ) := fun σ => by
      calc D σ ^ 2 = D σ * D σ := sq _
        _ = D σ * ∑ T, interaction D T * cluster T σ := by rw [← cluster_expansion D σ]
        _ = _ := by
          rw [mul_sum]
          exact sum_congr rfl fun T _ => by ring
    change (∑ σ, D σ ^ 2) / 2 ^ Fintype.card ι = _
    rw [sum_congr rfl fun σ _ => h σ, sum_comm, sum_div]
    refine sum_congr rfl fun T _ => ?_
    rw [← mul_sum, mul_div_assoc, sq]
    rfl
  have hD : ∀ T, interaction (fun σ => E σ - F σ) T = interaction E T - interaction F T :=
    fun T => by simp only [interaction, avg, sub_mul, sum_sub_distrib, sub_div]
  exact (parseval fun σ => E σ - F σ).trans (sum_congr rfl fun T _ => by rw [hD T])
```

Set $D=E-F$ and expand one of the two factors in $D^2$:
$$\langle D^2\rangle=\sum_T J_T(D)\langle D\,\Phi_T\rangle=\sum_T J_T(D)^2.$$
This is the step `parseval`. Since the average is linear, $J_T(D)=J_T(E)-J_T(F)$, which is `hD`. The error is therefore a sum of independent contributions, one per cluster.

```lean
/-- An energy is a sum of potentials on at most `k` sites each exactly when its interactions
vanish on all clusters of more than `k` sites. -/
theorem orderAtMost_iff (k : ℕ) (F : Config ι → ℝ) :
    OrderAtMost k F ↔ ∀ T : Finset ι, k < T.card → interaction F T = 0 := by
  constructor
  · rintro ⟨V, hV, hF⟩ S hS
    have h : interaction F S = ∑ T : Finset ι with T.card ≤ k, interaction (V T) S := by
      simp only [interaction, avg, hF, sum_mul, sum_div]
      exact sum_comm
    rw [h]
    refine sum_eq_zero fun T hT => ?_
    have hT' := (mem_filter.mp hT).2
    -- the larger cluster `S` has a site that the potential on `T` does not see
    obtain ⟨i, hi, hi'⟩ := not_subset.mp fun hST : S ⊆ T =>
      absurd (card_le_card hST) (by omega)
    exact interaction_eq_zero_of_indep hi fun σ τ hs =>
      hV T σ τ fun j hj => hs j fun e => hi' (e ▸ hj)
  · intro h
    refine ⟨fun T σ => interaction F T * cluster T σ, fun T σ τ hs => ?_, fun σ => ?_⟩
    · have hc : cluster T σ = cluster T τ := prod_congr rfl fun i hi => by rw [hs i hi]
      simp only [hc]
    · refine (cluster_expansion F σ).trans (Eq.symm ?_)
      refine sum_subset (filter_subset _ _) fun T _ hT => ?_
      have hk : k < T.card := by simpa using hT
      simp only [h T hk, zero_mul]
```

A model has order at most $k$ exactly when its coefficients vanish on all clusters with more than $k$ sites.

For the forward direction, write $F=\sum_{|T|\le k}V_T$ and take $|S|>k$. By linearity $J_S(F)=\sum_{|T|\le k}J_S(V_T)$. Each such $T$ is too small to contain $S$, so $S$ has a site that $V_T$ ignores, and the flip argument gives $J_S(V_T)=0$.

For the converse, choose $V_T=J_T(F)\Phi_T$. The terms missing from the full expansion of $F$ are all zero.

```lean
/-- Truncation leaves the interactions on clusters of at most `k` sites unchanged and removes
all others. -/
theorem interaction_truncation (k : ℕ) (E : Config ι → ℝ) (T : Finset ι) :
    interaction (truncation k E) T = if T.card ≤ k then interaction E T else 0 := by
  have h := coefficients_unique (E := truncation k E)
    (c := fun T => if T.card ≤ k then interaction E T else 0)
    (fun σ => by simp only [truncation, sum_filter, ite_mul, zero_mul])
  exact (congrFun h T).symm
```

The definition of $E_k$ is already an expansion in spin products, with coefficient $J_T(E)$ for $|T|\le k$ and $0$ otherwise. By uniqueness, these are its interactions.

## The best model and its error

```lean
/-- Pythagorean identity: the error of any model `F` of order at most `k` is the error of the
truncated expansion plus the mean-square deviation of `F` from that truncation. -/
theorem mse_pythagoras {k : ℕ} (E : Config ι → ℝ) {F : Config ι → ℝ} (hF : OrderAtMost k F) :
    mse E F = mse E (truncation k E) + mse (truncation k E) F := by
  simp only [mse_eq_sum]
  rw [← sum_add_distrib]
  refine sum_congr rfl fun T _ => ?_
  rw [interaction_truncation]
  split_ifs with h
  · ring
  · rw [(orderAtMost_iff k F).mp hF T (not_le.mp h)]
    ring
```

For every $F$ of order at most $k$,
$$\langle(E-F)^2\rangle=\langle(E-E_k)^2\rangle+\langle(E_k-F)^2\rangle.$$
The proof compares both sides cluster by cluster. If $|T|\le k$, then $E$ and $E_k$ have the same coefficient, and both sides contribute $(J_T(E)-J_T(F))^2$. If $|T|>k$, then $E_k$ and $F$ have coefficient zero, and both sides contribute $J_T(E)^2$.

```lean
/-- The truncated cluster expansion has order at most `k`, its mean-square error is the sum of
the squared omitted interactions, and every other model of order at most `k` has a strictly
larger error. -/
theorem truncation_unique_best (k : ℕ) (E : Config ι → ℝ) :
    OrderAtMost k (truncation k E) ∧
    mse E (truncation k E) = ∑ T : Finset ι with k < T.card, interaction E T ^ 2 ∧
    ∀ F, OrderAtMost k F → F ≠ truncation k E → mse E (truncation k E) < mse E F := by
  refine ⟨(orderAtMost_iff k _).mpr fun T hT => ?_, ?_, fun F hF hne => ?_⟩
  · rw [interaction_truncation, if_neg (not_le.mpr hT)]
  · rw [mse_eq_sum, sum_filter]
    refine sum_congr rfl fun T _ => ?_
    rw [interaction_truncation]
    rcases lt_or_ge k T.card with h | h
    · rw [if_neg (not_le.mpr h), if_pos h, sub_zero]
    · rw [if_pos h, if_neg (not_lt.mpr h)]
      ring
  · -- a different model deviates from the truncation in some configuration
    obtain ⟨σ, hσ⟩ := Function.ne_iff.mp hne
    have hpos : 0 < mse (truncation k E) F :=
      div_pos (sum_pos' (fun _ _ => sq_nonneg _) ⟨σ, mem_univ _,
        (sq_nonneg _).lt_of_ne' (pow_ne_zero 2 (sub_ne_zero.mpr (Ne.symm hσ)))⟩)
        (by positivity)
    rw [mse_pythagoras E hF]
    linarith

end

end AlloyClusterTruncation
```

The theorem joins three statements: $E_k$ has order at most $k$; its error is
$$\langle(E-E_k)^2\rangle=\sum_{|T|>k}J_T(E)^2;$$
and every other $F$ of order at most $k$ has a strictly larger error.

The first follows from the vanishing of the large-cluster coefficients of $E_k$. The second follows by putting those coefficients into the error formula. For the third, a model $F\ne E_k$ differs from $E_k$ in at least one configuration, so $\langle(E_k-F)^2\rangle>0$ (`hpos`), and the Pythagorean identity gives the strict inequality. For $k\ge N$ nothing is omitted and the error is zero.

## Two sites, with the pair term dropped

Take $N=2$ with two inequivalent sites, so that exchanging their species can change the energy. Let the energies be, in arbitrary units,
$$E(1,1)=5,\quad E(1,-1)=1,\quad E(-1,1)=-5,\quad E(-1,-1)=3.$$
The averages give $J_\emptyset=1$, $J_{\{1\}}=2$, $J_{\{2\}}=-1$ and $J_{\{1,2\}}=(5-1+5+3)/4=3$.

For $k=1$ the truncated energy is $E_1=1+2\sigma_1-\sigma_2$, with values $2,4,-2,0$ in the same order. The deviations $E-E_1$ are $3,-3,-3,3$, so the mean-square error is $9=J_{\{1,2\}}^2$.

The constant model $F=1$ also has order at most $1$. Its deviations are $4,0,-6,2$, with mean square $14$. This equals $9+5$, where $5=2^2+(-1)^2$ is its mean-square deviation from $E_1$.

## From all configurations to a training set

The results above use the uniform average over all $2^N$ configurations. A practical fit typically uses a limited set of computed structures, often weighted towards low energies. On such a set the spin products need not be orthogonal, so fitted coefficients can change when clusters are added or removed, and the best fit can differ from $E_k$.

```lean
#print axioms AlloyClusterTruncation.truncation_unique_best
```

```
'AlloyClusterTruncation.truncation_unique_best' depends on axioms: [propext, Classical.choice, Quot.sound]
```
